# For differentiable functionals on a finite lattice, the Kohn-Sham potential is v + ∇(F − Ts)(ρ) up to a constant

A: Suppose that one density ρ locally minimises both F(r) + Σ_i v_i r_i and Ts(r) + Σ_i vs_i r_i among lattice densities r with Σ_i r_i = N. If F and Ts are differentiable at ρ, there is a number c with

vs_i − v_i − ∂_i(F − Ts)(ρ) = c for every site i.

Here F is the internal functional of the interacting system and Ts that of the non-interacting one, v and vs are their potentials, and ∂_i is the derivative with respect to the density on site i.

Q: Show me the argument by hand before any code.

A: Let G be either functional and w its potential. Choose a variation d with Σ_i d_i = 0. Then ρ + t d has N particles for every real t, and its energy is

g(t) = G(ρ + t d) + Σ_i w_i ρ_i + t Σ_i w_i d_i.

This has a local minimum at t = 0, so g′(0) = 0:

Σ_i d_i ∂_iG(ρ) + Σ_i w_i d_i = 0.

Now move density from site j to site i, that is, d_i = 1, d_j = −1 and zero elsewhere:

∂_iG(ρ) + w_i = ∂_jG(ρ) + w_j.

Both sides therefore equal one chemical potential. Call it μ for the interacting problem and ν for the non-interacting one:

∂_iF(ρ) + v_i = μ
∂_iTs(ρ) + vs_i = ν.

Subtracting the first from the second gives the result, with c = ν − μ. On a single site there is nothing to move, and the claim is trivial.

Q: What are the physical objects in Lean?

A: The sites form a finite type `ι`, and densities and potentials are functions `ι → ℝ`.

```lean
import Mathlib

open Filter Topology

namespace LatticeKohnSham

noncomputable section

variable {ι : Type*} [Fintype ι] [DecidableEq ι]
```

Fixing the particle number means restricting to a hyperplane.

```lean
/-- The lattice densities with total particle number `N`. -/
def sector (N : ℝ) : Set (ι → ℝ) := {r | ∑ i, r i = N}
```

Q: That hyperplane contains negative densities, and N need not be an integer.

A: Yes. There are no bounds on the site occupations, so a local minimiser must also win against nearby vectors with negative entries, if ρ has an empty site. The main theorem is thus aimed at densities away from such edges.

The energy adds the potential term with a plus sign, which fixes the sign convention for w.

```lean
/-- The energy of a density `r`: an internal functional `G` plus the coupling to a potential `w`. -/
def energy (G : (ι → ℝ) → ℝ) (w r : ι → ℝ) : ℝ := G r + ∑ i, w i * r i

/-- The density `ρ` has `N` particles and locally minimises the energy at fixed particle number. -/
def IsLocalGroundDensity (G : (ι → ℝ) → ℝ) (w : ι → ℝ) (N : ℝ) (ρ : ι → ℝ) : Prop :=
  ρ ∈ sector N ∧ IsLocalMinOn (energy G w) (sector N) ρ
```

The site derivative is the full derivative applied to a unit of density on site i.

```lean
/-- The derivative of a density functional with respect to the density on site `i`,
for functionals differentiable at `ρ`. -/
def siteDeriv (G : (ι → ℝ) → ℝ) (ρ : ι → ℝ) (i : ι) : ℝ :=
  fderiv ℝ G ρ (Pi.single i 1)
```

Q: Where is the many-electron Hamiltonian?

A: Nowhere. F and Ts are arbitrary real functions; no wavefunctions or constrained searches define them. Differentiability is assumed, and it stands for a linear first-order response to every small density change, including one that alters N. A kink in F at integer particle number would violate it. The main theorem also assumes that ρ is a local minimiser for some vs, which is this model's counterpart of non-interacting representability.

Q: How does Lean get from a constrained minimum to a vanishing derivative? I would have expected a Lagrange multiplier.

A: Through a filter. `𝓝[sector N] ρ` describes the neighbourhoods of ρ within the sector, and `IsLocalMinOn` says that the energy inequality holds in one of them. The lemma `tendsto_nhdsWithin_iff` says that a path tends to ρ within the sector exactly when it tends to ρ and eventually lies in the sector. The line ρ + t d does both, by `h0` and `hs`. The inequality can therefore be pulled back to t near 0, where it describes an ordinary minimum in one variable.

```lean
omit [DecidableEq ι] in
/-- If `G` is differentiable at a local ground density, the energy is stationary there under every
density variation that conserves the particle number. -/
theorem stationary {G : (ι → ℝ) → ℝ} {w ρ : ι → ℝ} {N : ℝ}
    (hG : DifferentiableAt ℝ G ρ) (h : IsLocalGroundDensity G w N ρ)
    (d : ι → ℝ) (hd : ∑ i, d i = 0) :
    fderiv ℝ G ρ d + ∑ i, w i * d i = 0 := by
  have hρ : ∑ i, ρ i = N := h.1
  have hm : ∀ᶠ r in 𝓝[sector N] ρ, energy G w ρ ≤ energy G w r := h.2
  -- the line through the density stays in the sector
  have hc : Continuous (fun t : ℝ => ρ + t • d) := by fun_prop
  have h0 : Tendsto (fun t : ℝ => ρ + t • d) (𝓝 0) (𝓝 ρ) := by
    have h1 := hc.tendsto 0
    simp only [zero_smul, add_zero] at h1
    exact h1
  have hs : ∀ t : ℝ, ρ + t • d ∈ sector N := by
    intro t
    change ∑ i, (ρ i + t * d i) = N
    rw [Finset.sum_add_distrib, ← Finset.mul_sum, hd, hρ, mul_zero, add_zero]
  have hev : ∀ᶠ t in 𝓝 (0 : ℝ),
      energy G w (ρ + (0 : ℝ) • d) ≤ energy G w (ρ + t • d) := by
    rw [zero_smul, add_zero]
    exact (tendsto_nhdsWithin_iff.2 ⟨h0, Eventually.of_forall hs⟩).eventually hm
  -- the derivative of the energy along this line
  have hlin : HasDerivAt (fun t : ℝ => ∑ i, w i * (ρ + t • d) i) (∑ i, w i * d i) 0 := by
    have e : (fun t : ℝ => ∑ i, w i * (ρ + t • d) i) =
        fun t => ∑ i, w i * ρ i + t * ∑ i, w i * d i := by
      funext t
      rw [Finset.mul_sum, ← Finset.sum_add_distrib]
      refine Finset.sum_congr rfl fun i _ => ?_
      simp only [Pi.add_apply, Pi.smul_apply, smul_eq_mul]
      ring
    rw [e]
    have h1 := ((hasDerivAt_id (0 : ℝ)).mul_const (∑ i, w i * d i)).const_add
      (∑ i, w i * ρ i)
    rw [one_mul] at h1
    exact h1
  have hline : HasDerivAt (fun t : ℝ => G (ρ + t • d)) (fderiv ℝ G ρ d) 0 :=
    hG.hasFDerivAt.hasLineDerivAt d
  exact IsLocalMin.hasDerivAt_eq_zero (f := fun t : ℝ => energy G w (ρ + t • d))
    hev (hline.add hlin)
```

In that proof `hlin` differentiates the potential term, `hline` differentiates G along the line, and `IsLocalMin.hasDerivAt_eq_zero` sets their sum to zero. The multiplier appears only in the next theorem, as the common value μ.

```lean
/-- Euler equation: at a local ground density where `G` is differentiable, the site derivative plus
the potential equals one chemical potential on all sites. -/
theorem euler_equation {G : (ι → ℝ) → ℝ} {w ρ : ι → ℝ} {N : ℝ}
    (hG : DifferentiableAt ℝ G ρ) (h : IsLocalGroundDensity G w N ρ) :
    ∃ μ : ℝ, ∀ i, siteDeriv G ρ i + w i = μ := by
  rcases isEmpty_or_nonempty ι with hι | ⟨⟨j⟩⟩
  · exact ⟨0, fun i => (hι.false i).elim⟩
  refine ⟨siteDeriv G ρ j + w j, fun i => ?_⟩
  -- move density from site j to site i
  have h1 := stationary hG h (Pi.single i 1 - Pi.single j 1)
    (by simp [Pi.single_apply, Finset.sum_sub_distrib])
  have hw : ∑ k, w k * (Pi.single i 1 - Pi.single j 1 : ι → ℝ) k = w i - w j := by
    simp [Pi.single_apply, mul_sub, Finset.sum_sub_distrib]
  rw [hw, map_sub] at h1
  unfold siteDeriv
  linarith
```

The variation `Pi.single i 1 - Pi.single j 1` is the transfer from j to i. A lattice without sites is treated separately, because there is then no reference site j.

Q: And the subtraction?

A: One lemma splits the derivative of F − Ts. The main theorem then obtains the two Euler equations and combines them with `linarith`.

```lean
/-- For functionals differentiable at `ρ`, the site derivative of a difference is the difference of
the site derivatives. -/
theorem siteDeriv_sub {F T : (ι → ℝ) → ℝ} {ρ : ι → ℝ}
    (hF : DifferentiableAt ℝ F ρ) (hT : DifferentiableAt ℝ T ρ) (i : ι) :
    siteDeriv (fun r => F r - T r) ρ i = siteDeriv F ρ i - siteDeriv T ρ i := by
  have h : fderiv ℝ (fun r => F r - T r) ρ = fderiv ℝ F ρ - fderiv ℝ T ρ :=
    (hF.hasFDerivAt.sub hT.hasFDerivAt).fderiv
  unfold siteDeriv
  rw [h]
  rfl

/-- Kohn-Sham construction: if `F` and `Ts` are differentiable at `ρ`, and `ρ` is a local ground
density of the interacting problem `(F, v)` and of the non-interacting problem `(Ts, vs)`, then `vs
- v - ∇(F - Ts)(ρ)` is constant. -/
theorem kohn_sham_potential {F Ts : (ι → ℝ) → ℝ} {v vs ρ : ι → ℝ} {N : ℝ}
    (hF : DifferentiableAt ℝ F ρ) (hT : DifferentiableAt ℝ Ts ρ)
    (hint : IsLocalGroundDensity F v N ρ) (hks : IsLocalGroundDensity Ts vs N ρ) :
    ∃ c : ℝ, ∀ i, vs i - v i - siteDeriv (fun r => F r - Ts r) ρ i = c := by
  obtain ⟨μ, hμ⟩ := euler_equation hF hint
  obtain ⟨ν, hν⟩ := euler_equation hT hks
  refine ⟨ν - μ, fun i => ?_⟩
  rw [siteDeriv_sub hF hT]
  linarith [hμ i, hν i]
```

Q: Is vs unique, then? That sounds like the Hohenberg-Kohn theorem.

A: It is unique up to a constant, but for a different reason. Hohenberg and Kohn argue from ground-state wavefunctions; here uniqueness follows from the differentiability of Ts at ρ. Two potentials with the same local ground density obey two Euler equations with the same ∂_iTs(ρ), so their difference is the same on all sites.

```lean
/-- If `Ts` is differentiable at `ρ`, two potentials that both have `ρ` as a local ground density
differ by a constant. -/
theorem potential_unique {Ts : (ι → ℝ) → ℝ} {vs vs' ρ : ι → ℝ} {N : ℝ}
    (hT : DifferentiableAt ℝ Ts ρ) (h : IsLocalGroundDensity Ts vs N ρ)
    (h' : IsLocalGroundDensity Ts vs' N ρ) : ∃ c : ℝ, ∀ i, vs' i = vs i + c := by
  obtain ⟨μ, hμ⟩ := euler_equation hT h
  obtain ⟨ν, hν⟩ := euler_equation hT h'
  exact ⟨ν - μ, fun i => by linarith [hμ i, hν i]⟩
```

The constant itself is free. Replacing w_i by w_i + c adds c N to every energy in the sector and leaves the ordering of densities unchanged.

```lean
omit [DecidableEq ι] in
/-- Adding any constant to the potential preserves a local ground density. -/
theorem constant_shift {G : (ι → ℝ) → ℝ} {w ρ : ι → ℝ} {N : ℝ}
    (h : IsLocalGroundDensity G w N ρ) (c : ℝ) :
    IsLocalGroundDensity G (fun i => w i + c) N ρ := by
  have e : ∀ r ∈ sector N, energy G (fun i => w i + c) r = energy G w r + c * N := by
    intro r hr
    have hr' : ∑ i, r i = N := hr
    simp only [energy, add_mul, Finset.sum_add_distrib, ← Finset.mul_sum, hr']
    ring
  have hm : ∀ᶠ r in 𝓝[sector N] ρ, energy G w ρ ≤ energy G w r := h.2
  have hm' : ∀ᶠ r in 𝓝[sector N] ρ,
      energy G (fun i => w i + c) ρ ≤ energy G (fun i => w i + c) r := by
    filter_upwards [hm, self_mem_nhdsWithin] with r hr hrN
    rw [e r hrN, e ρ h.1]
    linarith
  exact ⟨h.1, hm'⟩
```

Q: Where would I meet this in a calculation?

A: In a self-consistent lattice DFT code, where F − Ts is usually split into a Hartree and an exchange-correlation part. Their derivatives at the current density are added to v, and the non-interacting problem is solved again. For this finite model with differentiable functionals, the theorem identifies the potential at an exact common density. The free constant shifts all orbital energies equally, so when you compare two potentials obtained by inverting a density, subtract each one's site average first.

Q: But you assumed that vs exists. Does the formula ever produce a potential that works?

A: It does within any set D that contains ρ and on which Ts is convex, with F and Ts still differentiable at ρ. Let c be any real number and define

vs_i = v_i + ∂_i(F − Ts)(ρ) + c = μ + c − ∂_iTs(ρ),

where the second form uses the interacting Euler equation. Convexity puts Ts above its tangent plane:

Ts(r) ≥ Ts(ρ) + Σ_i (r_i − ρ_i) ∂_iTs(ρ) for r in D.

If r also has N particles, the constant μ + c contributes nothing to the energy difference, which is

Ts(r) − Ts(ρ) − Σ_i (r_i − ρ_i) ∂_iTs(ρ) ≥ 0.

So ρ is a global minimiser on D at fixed N, and D may impose the physical bounds on the occupations. That ρ is a local ground density of the interacting problem is still assumed.

In Lean, `hvs` rewrites the potential, `hc` restricts Ts to the segment from ρ to r, and `htan` is the tangent inequality there. `hsum` expands the slope in site derivatives, and `hE` evaluates the potential term at fixed N.

```lean
/-- Converse for `F` and `Ts` differentiable at `ρ ∈ D` and `Ts` convex on `D`: the potential `v +
∇(F - Ts)(ρ) + c` makes the interacting local ground density `ρ` a global minimiser of the
non-interacting energy on `D` at fixed `N`. -/
theorem kohn_sham_converse {F Ts : (ι → ℝ) → ℝ} {v ρ : ι → ℝ} {N : ℝ} {D : Set (ι → ℝ)}
    (hF : DifferentiableAt ℝ F ρ) (hT : DifferentiableAt ℝ Ts ρ)
    (hconv : ConvexOn ℝ D Ts) (hρD : ρ ∈ D) (hint : IsLocalGroundDensity F v N ρ) (c : ℝ) :
    IsMinOn (energy Ts (fun i => v i + siteDeriv (fun r => F r - Ts r) ρ i + c))
      (D ∩ sector N) ρ := by
  obtain ⟨μ, hμ⟩ := euler_equation hF hint
  -- the Euler equation fixes the potential in terms of the slope of Ts
  have hvs : (fun i => v i + siteDeriv (fun r => F r - Ts r) ρ i + c) =
      fun i => μ + c - siteDeriv Ts ρ i := by
    funext i
    rw [siteDeriv_sub hF hT]
    linarith [hμ i]
  rw [hvs]
  rintro r ⟨hrD, hrN⟩
  have hr : ∑ i, r i = N := hrN
  have hρ : ∑ i, ρ i = N := hint.1
  -- a convex functional lies above its tangent plane
  have hc : ConvexOn ℝ (Set.Icc (0 : ℝ) 1) (fun t : ℝ => Ts (ρ + t • (r - ρ))) := by
    refine ⟨convex_Icc 0 1, fun s hs t ht a b ha hb hab => ?_⟩
    have h1 := hconv.2 (hconv.1.add_smul_sub_mem hρD hrD hs)
      (hconv.1.add_smul_sub_mem hρD hrD ht) ha hb hab
    have e : ρ + (a • s + b • t) • (r - ρ) =
        a • (ρ + s • (r - ρ)) + b • (ρ + t • (r - ρ)) := by
      ext i
      simp only [Pi.add_apply, Pi.smul_apply, Pi.sub_apply, smul_eq_mul]
      linear_combination (-(ρ i)) * hab
    change Ts (ρ + (a • s + b • t) • (r - ρ)) ≤ _
    rw [e]
    exact h1
  have hline : HasDerivAt (fun t : ℝ => Ts (ρ + t • (r - ρ))) (fderiv ℝ Ts ρ (r - ρ)) 0 :=
    hT.hasFDerivAt.hasLineDerivAt (r - ρ)
  have htan := hc.le_slope_of_hasDerivAt (Set.left_mem_Icc.2 zero_le_one)
    (Set.right_mem_Icc.2 zero_le_one) zero_lt_one hline
  rw [slope_def_field] at htan
  simp only [one_smul, zero_smul, add_zero, sub_zero, div_one, add_sub_cancel] at htan
  -- the tangent plane in terms of site derivatives
  have hsum : fderiv ℝ Ts ρ (r - ρ) = ∑ i, (r i - ρ i) * siteDeriv Ts ρ i := by
    have h1 : r - ρ = ∑ i, (r i - ρ i) • (Pi.single i (1 : ℝ) : ι → ℝ) := by
      ext j
      simp [Finset.sum_apply, Pi.single_apply]
    rw [h1, map_sum]
    simp only [map_smul, smul_eq_mul, siteDeriv]
  have hE : ∀ q : ι → ℝ, ∑ i, q i = N →
      ∑ i, (μ + c - siteDeriv Ts ρ i) * q i =
        (μ + c) * N - ∑ i, q i * siteDeriv Ts ρ i := by
    intro q hq
    rw [← hq, Finset.mul_sum, ← Finset.sum_sub_distrib]
    exact Finset.sum_congr rfl fun i _ => by ring
  rw [hsum] at htan
  simp only [sub_mul, Finset.sum_sub_distrib] at htan
  change energy Ts _ ρ ≤ energy Ts _ r
  unfold energy
  rw [hE ρ hρ, hE r hr]
  linarith

end

end LatticeKohnSham
```

```lean
#print axioms LatticeKohnSham.kohn_sham_potential
#print axioms LatticeKohnSham.potential_unique
#print axioms LatticeKohnSham.constant_shift
#print axioms LatticeKohnSham.kohn_sham_converse
```

```
'LatticeKohnSham.kohn_sham_potential' depends on axioms: [propext, Classical.choice, Quot.sound]
'LatticeKohnSham.potential_unique' depends on axioms: [propext, Classical.choice, Quot.sound]
'LatticeKohnSham.constant_shift' depends on axioms: [propext, Classical.choice, Quot.sound]
'LatticeKohnSham.kohn_sham_converse' depends on axioms: [propext, Classical.choice, Quot.sound]
```
